# On N grid points, the powers of a single-cosine density show no egg-box ripple below the N-th

At the two grid points $x=0$ and $x=\pi$, the density $\rho(x)=1+a\cos(x-R)$, with amplitude $a$ and centre $R$, takes the values $1\pm a\cos R$: their mean is $1$ for every $R$, but the mean of their squares is $1+a^2\cos^2R=1+\tfrac{a^2}{2}+\tfrac{a^2}{2}\cos 2R$. The Lean file below treats $N$ equally spaced points over one period $2\pi$ and whole-number powers $p$. The grid average of $\rho^p$ is independent of $R$ for $p<N$ and, if $a\ne0$, acquires a ripple in $\cos(NR)$ at $p=N$.

```lean
import Mathlib

open Real Finset

namespace EggBoxRipple

noncomputable section

/-- A density with a single harmonic of amplitude `a`, centred at `R`. -/
def density (a R x : ℝ) : ℝ := 1 + a * cos (x - R)

/-- The average of `g` over the `N` grid points `2 π j / N`. -/
def gridAverage (N : ℕ) (g : ℝ → ℝ) : ℝ :=
  (∑ j ∈ range N, g (2 * π * j / N)) / N

/-- The exact average of `g` over the cell `[0, 2 π]`. -/
def cellAverage (g : ℝ → ℝ) : ℝ := (∫ x in (0 : ℝ)..(2 * π), g x) / (2 * π)

/-- The `p`-th power of the density times its `k`-th co-moving harmonic. -/
def harmonic (a R : ℝ) (p : ℕ) (k : ℤ) (x : ℝ) : ℝ :=
  density a R x ^ p * cos (k * (x - R))

/-- A sum of equally spaced cosines telescopes after multiplication by `2 sin (h / 2)`. -/
theorem sum_cos_telescope (h c : ℝ) (n : ℕ) :
    2 * sin (h / 2) * ∑ j ∈ range n, cos (j * h - c) =
      sin (n * h - h / 2 - c) - sin (-(h / 2) - c) := by
  induction n with
  | zero => simp
  | succ n ih =>
    rw [sum_range_succ, mul_add, ih]
    have e1 : ((n + 1 : ℕ) : ℝ) * h - h / 2 - c = (n * h - c) + h / 2 := by
      push_cast; ring
    have e2 : (n : ℝ) * h - h / 2 - c = (n * h - c) - h / 2 := by ring
    rw [e1, e2, sin_add, sin_sub]
    ring

/-- Among the harmonics with `|k| ≤ N`, the grid average keeps only `k = 0` and `k = ± N`. -/
theorem gridAverage_cos {N : ℕ} (hN : 0 < N) (R : ℝ) (k : ℤ) (h1 : k ≤ N) (h2 : -k ≤ N) :
    gridAverage N (fun x => cos (k * (x - R))) = (if k = 0 then 1 else 0) +
      cos (N * R) * ((if k = N then 1 else 0) + (if -k = N then 1 else 0)) := by
  have hN' : (N : ℝ) ≠ 0 := by exact_mod_cast hN.ne'
  have hal : ∀ j : ℕ, cos (N * (2 * π * j / N - R)) = cos (N * R) := by
    intro j
    have e : (N : ℝ) * (2 * π * j / N - R) = j * (2 * π) - N * R := by
      field_simp
    rw [e, cos_nat_mul_two_pi_sub]
  unfold gridAverage
  by_cases h0 : k = 0
  · rw [if_pos h0, if_neg (show ¬ k = (N : ℤ) by omega),
      if_neg (show ¬ -k = (N : ℤ) by omega)]
    subst h0
    simp [hN']
  by_cases hp : k = N
  · rw [if_neg h0, if_pos hp, if_neg (show ¬ -k = (N : ℤ) by omega)]
    subst hp
    simp only [Int.cast_natCast, hal, sum_const, card_range, nsmul_eq_mul]
    rw [mul_div_cancel_left₀ _ hN']
    ring
  by_cases hm : -k = N
  · rw [if_neg h0, if_neg hp, if_pos hm]
    obtain rfl : k = -(N : ℤ) := by omega
    simp only [Int.cast_neg, Int.cast_natCast, neg_mul, cos_neg, hal, sum_const, card_range,
      nsmul_eq_mul]
    rw [mul_div_cancel_left₀ _ hN']
    ring
  -- all other harmonics cancel on the grid
  rw [if_neg h0, if_neg hp, if_neg hm]
  have hs : sin (2 * π * k / N / 2) ≠ 0 := by
    intro hs
    obtain ⟨n, hn⟩ := sin_eq_zero_iff.mp hs
    have e : 2 * π * k / N / 2 * N = k * π := by field_simp
    have e' : (k : ℝ) * π = (n * N) * π := by
      rw [← e, ← hn]; ring
    have hk : k = n * N := by exact_mod_cast mul_right_cancel₀ pi_ne_zero e'
    have hNz : (0 : ℤ) < N := by exact_mod_cast hN
    rcases lt_trichotomy n 0 with hn0 | hn0 | hn0
    · have : k ≤ -(N : ℤ) := by nlinarith
      omega
    · exact h0 (by rw [hk, hn0, zero_mul])
    · have : (N : ℤ) ≤ k := by nlinarith
      omega
  have tel := sum_cos_telescope (2 * π * k / N) (k * R) N
  have e : (N : ℝ) * (2 * π * k / N) - 2 * π * k / N / 2 - k * R =
      (-(2 * π * k / N / 2) - k * R) + k * (2 * π) := by
    have : (N : ℝ) * (2 * π * k / N) = k * (2 * π) := by field_simp
    rw [this]; ring
  rw [e, sin_add_int_mul_two_pi, sub_self] at tel
  have hz := (mul_eq_zero.mp tel).resolve_left (mul_ne_zero two_ne_zero hs)
  have hsum : ∑ j ∈ range N, cos (k * (2 * π * j / N - R)) = 0 := by
    rw [← hz]
    refine sum_congr rfl fun j _ => ?_
    congr 1
    ring
  rw [hsum]
  simp

/-- The exact cell average of a harmonic is one for `k = 0` and zero otherwise. -/
theorem cellAverage_cos (k : ℤ) :
    cellAverage (fun x => cos (k * x)) = if k = 0 then 1 else 0 := by
  unfold cellAverage
  by_cases h0 : k = 0
  · subst h0
    simp [pi_ne_zero]
  have hk : (k : ℝ) ≠ 0 := by exact_mod_cast h0
  have hd : ∀ x : ℝ, HasDerivAt (fun x => sin (k * x) / k) (cos (k * x)) x := fun x =>
    (((hasDerivAt_id' x).const_mul (k : ℝ)).sin.div_const (k : ℝ)).congr_deriv (by field_simp)
  have hc : Continuous fun x : ℝ => cos (k * x) := by fun_prop
  have hs : sin ((k : ℝ) * (2 * π)) = 0 := by
    rw [show (k : ℝ) * (2 * π) = ((2 * k : ℤ) : ℝ) * π by push_cast; ring]
    exact sin_int_mul_pi _
  rw [intervalIntegral.integral_eq_sub_of_hasDerivAt (fun x _ => hd x)
    (hc.intervalIntegrable _ _), hs, if_neg h0]
  simp

/-- One more power of the density couples harmonic `k` to `k + 1` and `k - 1`, in the same way
for the grid average and for the exact average. -/
theorem average_step (N : ℕ) (a R : ℝ) (p : ℕ) (k : ℤ) :
    gridAverage N (harmonic a R (p + 1) k) = gridAverage N (harmonic a R p k) + a / 2 *
      (gridAverage N (harmonic a R p (k + 1)) + gridAverage N (harmonic a R p (k - 1))) ∧
    cellAverage (harmonic a R (p + 1) k) = cellAverage (harmonic a R p k) + a / 2 *
      (cellAverage (harmonic a R p (k + 1)) + cellAverage (harmonic a R p (k - 1))) := by
  have pt : harmonic a R (p + 1) k = fun x => harmonic a R p k x +
      a / 2 * (harmonic a R p (k + 1) x + harmonic a R p (k - 1) x) := by
    funext x
    simp only [harmonic, density]
    push_cast
    rw [show ((k : ℝ) + 1) * (x - R) = k * (x - R) + (x - R) by ring,
      show ((k : ℝ) - 1) * (x - R) = k * (x - R) - (x - R) by ring,
      cos_add (k * (x - R)) (x - R), cos_sub (k * (x - R)) (x - R)]
    ring
  have hc : ∀ m : ℤ, Continuous (harmonic a R p m) := by
    intro m
    show Continuous fun x => (1 + a * cos (x - R)) ^ p * cos (m * (x - R))
    fun_prop
  have hi := fun m : ℤ => (hc m).intervalIntegrable (μ := MeasureTheory.volume) 0 (2 * π)
  rw [pt]
  constructor
  · simp only [gridAverage, sum_add_distrib, ← mul_sum]
    ring
  · simp only [cellAverage]
    rw [intervalIntegral.integral_add (hi k) (((hi (k + 1)).add (hi (k - 1))).const_mul (a / 2)),
      intervalIntegral.integral_const_mul,
      intervalIntegral.integral_add (hi (k + 1)) (hi (k - 1))]
    ring

/-- For `|k| + p ≤ N`, the grid average of `ρ ^ p` times harmonic `k` differs from the exact average
of the same function centred at `0` only by a term in `cos (N R)`, present when `|k| + p = N`. -/
theorem gridAverage_harmonic {N : ℕ} (hN : 0 < N) (a R : ℝ) (p : ℕ) :
    ∀ k : ℤ, k + p ≤ N → p - k ≤ N →
      gridAverage N (harmonic a R p k) = cellAverage (harmonic a 0 p k) +
        (a / 2) ^ p * cos (N * R) *
          ((if k + p = N then 1 else 0) + (if p - k = N then 1 else 0)) := by
  induction p with
  | zero =>
    intro k h1 h2
    have e1 : harmonic a R 0 k = fun x => cos (k * (x - R)) := by
      funext x; simp [harmonic]
    have e2 : harmonic a 0 0 k = fun x => cos (k * x) := by
      funext x; simp [harmonic]
    rw [e1, e2, gridAverage_cos hN R k (by omega) (by omega), cellAverage_cos]
    simp only [pow_zero, one_mul, Nat.cast_zero, add_zero, zero_sub]
  | succ p ih =>
    intro k h1 h2
    rw [(average_step N a R p k).1, (average_step N a 0 p k).2,
      ih k (by omega) (by omega), ih (k + 1) (by omega) (by omega),
      ih (k - 1) (by omega) (by omega)]
    -- only the outermost harmonics can reach the grid frequency
    rw [if_neg (show ¬ k + (p : ℤ) = N by omega), if_neg (show ¬ (p : ℤ) - k = N by omega),
      if_neg (show ¬ (p : ℤ) - (k + 1) = N by omega),
      if_neg (show ¬ k - 1 + (p : ℤ) = N by omega)]
    split_ifs <;> first | (exfalso; omega) | ring

/-- Egg-box law: for `p ≤ N` the grid average of `ρ ^ p` is the exact average for the density
centred at `0`, plus the ripple `2 (a / 2) ^ N cos (N R)` if `p = N`. -/
theorem gridAverage_density_pow {N : ℕ} (hN : 0 < N) (a R : ℝ) {p : ℕ} (hp : p ≤ N) :
    gridAverage N (fun x => density a R x ^ p) = cellAverage (fun x => density a 0 x ^ p) +
      if p = N then 2 * (a / 2) ^ N * cos (N * R) else 0 := by
  have e : ∀ S : ℝ, harmonic a S p 0 = fun x => density a S x ^ p := by
    intro S; funext x; simp [harmonic]
  have h := gridAverage_harmonic hN a R p 0 (by omega) (by omega)
  rw [e, e] at h
  rw [h]
  by_cases hpN : p = N
  · subst hpN
    simp
    ring
  · rw [if_neg (show ¬ (0 : ℤ) + p = N by omega), if_neg (show ¬ (p : ℤ) - 0 = N by omega),
      if_neg hpN]
    ring

/-- For `p ≤ N`, the grid average of `ρ ^ p` is independent of the position `R` exactly when
`p < N` or the density is uniform. -/
theorem gridAverage_invariant_iff {N : ℕ} (hN : 0 < N) (a : ℝ) {p : ℕ} (hp : p ≤ N) :
    (∀ R, gridAverage N (fun x => density a R x ^ p) =
      gridAverage N (fun x => density a 0 x ^ p)) ↔ p < N ∨ a = 0 := by
  have hN' : (N : ℝ) ≠ 0 := by exact_mod_cast hN.ne'
  constructor
  · intro h
    rcases hp.lt_or_eq with h1 | h1
    · exact Or.inl h1
    -- half a ripple period separates a crest from a trough
    have h2 := h (π / N)
    have e : (N : ℝ) * (π / N) = π := by field_simp
    rw [gridAverage_density_pow hN a _ hp, gridAverage_density_pow hN a _ hp, if_pos h1,
      if_pos h1, e, cos_pi, mul_zero, cos_zero] at h2
    have h3 : (a / 2) ^ N = 0 := by linarith
    have h4 : a / 2 = 0 := (pow_eq_zero_iff hN.ne').mp h3
    exact Or.inr (by linarith)
  · rintro (h | h) R
    · rw [gridAverage_density_pow hN a _ hp, gridAverage_density_pow hN a _ hp,
        if_neg h.ne, if_neg h.ne]
    · simp [density, h]

end

end EggBoxRipple
```

```lean
#print axioms EggBoxRipple.gridAverage_density_pow
#print axioms EggBoxRipple.gridAverage_invariant_iff
```

```
'EggBoxRipple.gridAverage_density_pow' depends on axioms: [propext, Classical.choice, Quot.sound]
'EggBoxRipple.gridAverage_invariant_iff' depends on axioms: [propext, Classical.choice, Quot.sound]
```

## The ripple law and the test for translation invariance

Write $x_j=2\pi j/N$ for the grid points, with $j=0,\dots,N-1$. For a function $g$, let

$$
G_N[g]=\frac1N\sum_{j=0}^{N-1}g(x_j),\qquad
C[g]=\frac1{2\pi}\int_0^{2\pi}g(x)\,dx .
$$

These are `gridAverage N g` and `cellAverage g`. The density is `density a R x`, and I write $\rho_R$ for it when the centre matters. The theorem `gridAverage_density_pow` says that for every $N\ge1$, all real $a$ and $R$, and every natural number $p\le N$,

$$
G_N[\rho_R^{\,p}]=C[\rho_0^{\,p}]+
\begin{cases}2\,(a/2)^N\cos(NR), & p=N,\\ 0, & p<N.\end{cases}
$$

The exact average on the right is taken with the density centred at the origin, so it contains no $R$ at all. It is also the exact average of $\rho_R^{\,p}$, because shifting a $2\pi$-periodic function does not change its integral over the cell; the Lean file does not state this last step. For $N=p=2$ it equals $1+a^2/2$, and the formula reproduces the two-point calculation. For $N=1$ the only grid point is $x=0$, and the law at $p=1$ reads $1+a\cos R$, which is the density at that point.

The second theorem, `gridAverage_invariant_iff`, keeps the assumption $p\le N$ and compares each position $R$ with $R=0$. The grid average of $\rho_R^{\,p}$ is the same for all $R$ exactly when $p<N$ or $a=0$.

## A rigid density moving across a fixed grid

The egg-box effect is the spurious variation of a computed energy when an atom moves relative to a real-space grid. Here $R$ plays the part of the atomic position, the density moves rigidly with it, and $\rho^p$ stands for a local energy density. The period of the ripple is $2\pi/N$, the grid spacing, as expected of an error that comes from the position relative to the grid.

The density contains only the harmonics $0$ and $\pm1$, so it is band-limited in the strongest non-trivial sense. For $N\ge2$ its own grid average is exact. Raising it to a power creates higher harmonics, and the $N$-th harmonic takes the same value at every grid point, so the grid sum mistakes it for a constant. In this one-dimensional, single-harmonic model, a grid that integrates the density exactly can still give a position-dependent value for a nonlinear functional of it. This is one of the possible sources of the egg-box effect in real-space electronic-structure calculations.

The units are fixed by the definitions: the cell has length $2\pi$ and the mean density is $1$. The amplitude $a$ may be any real number; nothing requires $|a|\le1$, although a physical density, being non-negative, does. The exponent is a natural number, so the $\rho^{4/3}$ of local exchange is not covered, and neither are powers $p>N$. Self-consistent changes of the density, pseudopotentials and kinetic energy do not enter the model.

## Which harmonics survive the grid sum

The derivation starts from equally spaced cosines. For real $h$ and $c$,

$$
2\sin\tfrac h2\,\cos(jh-c)=\sin\!\big(jh+\tfrac h2-c\big)-\sin\!\big(jh-\tfrac h2-c\big).
$$

Summing over $j=0,\dots,n-1$, neighbouring terms cancel and leave

$$
2\sin\tfrac h2\sum_{j=0}^{n-1}\cos(jh-c)=\sin\!\big(nh-\tfrac h2-c\big)-\sin\!\big(-\tfrac h2-c\big).
$$

This is `sum_cos_telescope`, proved by induction on $n$ with the addition formulas for the sine.

Now let $k$ be an integer with $|k|\le N$, and set $h=2\pi k/N$, $c=kR$ and $n=N$. The summands become $\cos(k(x_j-R))$. Since $nh=2\pi k$, the two sines on the right are equal and the right-hand side vanishes. The factor $\sin(h/2)=\sin(\pi k/N)$ is zero only if $k$ is a multiple of $N$, which within the allowed range means $k=0$ or $k=\pm N$. For every other $k$ the sum is therefore zero.

The exceptional cases are evaluated directly. For $k=0$ each summand is $1$. For $k=\pm N$ each summand is $\cos(2\pi j-NR)=\cos(NR)$. With $\delta_{m,n}$ equal to $1$ if $m=n$ and $0$ otherwise,

$$
G_N[\cos(k(x-R))]=\delta_{k,0}+\cos(NR)\,\big(\delta_{k,N}+\delta_{-k,N}\big).
$$

The lemma `gridAverage_cos` follows this division into cases, with the Kronecker deltas written as `if … then 1 else 0`. In the generic case it assumes $\sin(h/2)=0$, obtains an integer $n$ with $k=nN$, and rules out $n<0$, $n=0$ and $n>0$ in turn.

The exact average is simpler. For $k\ne0$ the antiderivative of $\cos(kx)$ is $\sin(kx)/k$, which vanishes at $0$ and at $2\pi$; for $k=0$ the average is $1$. Hence $C[\cos(kx)]=\delta_{k,0}$, which is `cellAverage_cos`. Within the range $|k|\le N$, the two averages can differ only at $k=\pm N$.

## How each power of the density moves the harmonics by one

To reach the powers of $\rho$, consider the functions

$$
u_{p,k}^{R}(x)=\rho_R(x)^p\cos(k(x-R)),
$$

called `harmonic a R p k` in the file. Multiplying by one more factor $\rho_R=1+a\cos(x-R)$ and using

$$
\cos\theta\cos k\theta=\tfrac12\big(\cos((k+1)\theta)+\cos((k-1)\theta)\big),\qquad\theta=x-R,
$$

gives

$$
u_{p+1,k}^{R}=u_{p,k}^{R}+\frac a2\big(u_{p,k+1}^{R}+u_{p,k-1}^{R}\big).
$$

Both averages are linear, so both obey this recurrence. That is the content of `average_step`: the pointwise identity `pt` is proved once, then summed for the grid and integrated for the cell. Continuity supplies the integrability needed to split the integral.

The lemma `gridAverage_harmonic` claims that whenever $|k|+p\le N$,

$$
G_N[u_{p,k}^{R}]=C[u_{p,k}^{0}]+\Big(\frac a2\Big)^p\cos(NR)\,\big(\delta_{k+p,N}+\delta_{p-k,N}\big).
$$

In Lean the condition on $|k|$ appears as the two inequalities `k + p ≤ N` and `p - k ≤ N`. The proof is by induction on $p$, for all admissible $k$ at once, because the recurrence refers to the neighbours of $k$.

For $p=0$ the claim combines the two averages of a cosine found above. For the step, suppose $|k|+p+1\le N$. Then $k$, $k+1$ and $k-1$ all satisfy the condition at level $p$, and the induction hypothesis applies to each:

- The term with $k$ has $|k|+p<N$, so it carries no ripple.
- The term with $k+1$ can carry only $\delta_{k+1+p,N}$, since $p-(k+1)\le N-2$.
- The term with $k-1$ can carry only $\delta_{p-(k-1),N}$, since $(k-1)+p\le N-2$.

The exact averages recombine into $C[u_{p+1,k}^{0}]$ by the same recurrence. The ripples acquire the factor $a/2$ and give

$$
\Big(\frac a2\Big)^{p+1}\cos(NR)\,\big(\delta_{k+p+1,N}+\delta_{p+1-k,N}\big),
$$

which is the claim at $p+1$. In the code, `omega` settles the integer inequalities that exclude the other deltas, and `split_ifs` goes through the cases that remain.

Setting $k=0$ turns $u_{p,0}^{R}$ into $\rho_R^{\,p}$. Both deltas then become $\delta_{p,N}$, and their sum supplies the factor $2$ in the ripple law. The factor $(a/2)^N$ records that harmonic $N$ is reached only by moving one step in the same direction at each of the $N$ multiplications.

## Comparing a crest with a trough

If $p<N$, the ripple law gives the same value for every $R$. If $a=0$, the density is identically $1$ and the position has no effect.

For the converse, suppose that the average is independent of $R$ and that $p=N$. The positions $R=0$ and $R=\pi/N$ are half a ripple period apart, with $\cos(NR)=1$ and $\cos(NR)=-1$. Equality of the two averages gives

$$
2\Big(\frac a2\Big)^N=-2\Big(\frac a2\Big)^N,
$$

so $(a/2)^N=0$. Since $N\ge1$, this forces $a=0$. The Lean proof inserts the same position, `π / N`, into the invariance hypothesis and reaches the conclusion through `pow_eq_zero_iff`.
